# A Hermitian nearest-neighbour chain with nonzero hoppings has no transmission zero between its ends

Transmission spectra are often plotted on a logarithmic scale, and taking \(\log T(E)\) at every point of an energy grid requires \(T(E)>0\). Take a non-interacting Hermitian chain with one basis state per site, an orthonormal basis, nonzero nearest-neighbour hoppings, and an energy-independent contact of positive width at each end. Then \(T(E)>0\) at every real energy. A dip in such a spectrum may be deep, but it is not an exact interference zero. If a program returns zero there, that value is a numerical or programming error, for example underflow or a wrongly built matrix.

The sites are numbered \(0,1,\dots,n\), as in the code, so there are \(n+1\) of them. For \(n=0\) the two ends are the same site, and products over hoppings are empty and equal to 1.

```lean
import Mathlib

open Matrix

namespace ChainTransmission

noncomputable section

variable {n : ℕ}
```

A complex matrix \(A\) is called a chain if \(A_{ij}=0\) whenever \(i\) and \(j\) differ by more than one. `IsChain` says this and nothing else: the matrix need not be Hermitian, and its remaining entries are arbitrary.

```lean
/-- A matrix on a row of `n + 1` sites couples only nearest neighbours: it is tridiagonal. -/
def IsChain (A : Matrix (Fin (n + 1)) (Fin (n + 1)) ℂ) : Prop :=
  ∀ i j : Fin (n + 1), (i : ℕ) + 1 < j ∨ (j : ℕ) + 1 < i → A i j = 0
```

## (a) The minor without the first row and last column

Let \(M\) be the \(n\times n\) matrix left when row \(0\) and column \(n\) of a chain \(A\) are deleted. Show that

\[
\det M=\prod_{i=0}^{n-1}A_{i+1,i}.
\]

The entries are \(M_{ij}=A_{i+1,j}\) with \(i,j=0,\dots,n-1\). Below the diagonal \(j<i\), so the row index \(i+1\) exceeds the column index \(j\) by at least two, and the entry vanishes. Hence \(M\) is upper triangular, and its determinant is the product of its diagonal entries \(A_{i+1,i}\).

In Lean, `i.succ` is site \(i+1\) and `i.castSucc` is site \(i\), both taken as sites of the full chain. The proof supplies the triangular shape to Mathlib's determinant lemma.

```lean
/-- For a chain, the minor without the first row and the last column is the product of the
hoppings from each site to the next. -/
theorem det_minor {A : Matrix (Fin (n + 1)) (Fin (n + 1)) ℂ} (hA : IsChain A) :
    (A.submatrix Fin.succ Fin.castSucc).det = ∏ i : Fin n, A i.succ i.castSucc := by
  rw [Matrix.det_of_isUpperTriangular]
  · rfl
  · intro i j hij
    have h : (j : ℕ) < i := hij
    exact hA i.succ j.castSucc (Or.inr (show (j : ℕ) + 1 < (i : ℕ) + 1 by omega))
```

## (b) The corner of the inverse

Let \(A\) be a chain with \(\det A\neq0\). Show that

\[
\det A\,(A^{-1})_{n,0}=(-1)^n\prod_{i=0}^{n-1}A_{i+1,i}.
\]

The inverse is the adjugate divided by the determinant, so the left side is \((\operatorname{adj}A)_{n,0}\). The adjugate is the transposed cofactor matrix, so this entry is the cofactor of position \((0,n)\): the sign \((-1)^{0+n}\) times the minor without row \(0\) and column \(n\). Part (a) evaluates that minor.

The proof turns on `Matrix.adjugate_fin_succ_eq_det_submatrix`, which writes an adjugate entry as a signed determinant of a submatrix. It describes deletion through `succAbove`: for a site \(p\), this map embeds \(n\) indices into \(n+1\) sites and skips \(p\). Skipping the first site is `Fin.succ`, and skipping the last is `Fin.castSucc`. After these two rewrites the submatrix is exactly the one in `det_minor`, with no reindexing left to do.

```lean
/-- For an invertible chain matrix, the determinant times the end-to-end entry of the inverse
is, up to the sign `(-1) ^ n`, the product of the hoppings along the chain. -/
theorem det_mul_inv_end {A : Matrix (Fin (n + 1)) (Fin (n + 1)) ℂ} (hA : IsChain A)
    (hdet : A.det ≠ 0) :
    A.det * A⁻¹ (Fin.last n) 0 = (-1) ^ n * ∏ i : Fin n, A i.succ i.castSucc := by
  -- the inverse is the adjugate divided by the determinant
  rw [Matrix.inv_def, Matrix.smul_apply, smul_eq_mul, Ring.inverse_eq_inv', ← mul_assoc,
    mul_inv_cancel₀ hdet, one_mul, Matrix.adjugate_fin_succ_eq_det_submatrix,
    Fin.succAbove_zero, Fin.succAbove_last, det_minor hA]
  simp
```

## (c) When the corner vanishes

Under the same hypotheses, show that

\[
(A^{-1})_{n,0}\neq0\iff A_{i+1,i}\neq0\ \text{ for all } i=0,\dots,n-1.
\]

Since \(\det A\neq0\), the left side of (b) vanishes exactly when \((A^{-1})_{n,0}\) does. The right side vanishes exactly when one of its factors does. The two directions of the Lean proof are these two readings of the same equation.

```lean
/-- The end-to-end entry of the inverse of an invertible chain matrix is nonzero exactly when
every hopping from a site to the next is nonzero. -/
theorem inv_end_ne_zero_iff {A : Matrix (Fin (n + 1)) (Fin (n + 1)) ℂ} (hA : IsChain A)
    (hdet : A.det ≠ 0) :
    A⁻¹ (Fin.last n) 0 ≠ 0 ↔ ∀ i : Fin n, A i.succ i.castSucc ≠ 0 := by
  have h := det_mul_inv_end hA hdet
  constructor
  · intro hG i hi
    apply hG
    rw [Finset.prod_eq_zero (Finset.mem_univ i) hi, mul_zero] at h
    exact (mul_eq_zero.mp h).resolve_left hdet
  · intro ht hG
    rw [hG, mul_zero] at h
    exact mul_ne_zero (pow_ne_zero _ (by norm_num))
      (Finset.prod_ne_zero_iff.mpr fun i _ => ht i) h.symm
```

## (d) A null vector that starts at zero

Let \(A\) be a chain with \(A_{i,i+1}\neq0\) for every \(i=0,\dots,n-1\). Show that

\[
Av=0,\quad v_0=0\quad\Longrightarrow\quad v=0.
\]

Row \(0\) reads \(A_{00}v_0+A_{01}v_1=0\), so \(v_1=0\). For \(1\le k<n\), row \(k\) reads

\[
A_{k,k-1}v_{k-1}+A_{kk}v_k+A_{k,k+1}v_{k+1}=0 .
\]

If the amplitudes up to site \(k\) vanish, only the last term remains, and \(v_{k+1}=0\). For \(n=0\) there is nothing beyond \(v_0\).

The code uses strong induction, which makes all earlier amplitudes available at once. `Finset.sum_eq_single` reduces the row sum to its one surviving term: sites up to \(k\) drop out by induction, and sites beyond \(k+1\) by the chain condition.

```lean
/-- If the hoppings `A i (i+1)` of a chain are nonzero, a null vector that vanishes on the
first site vanishes on every site. -/
theorem null_vector_eq_zero {A : Matrix (Fin (n + 1)) (Fin (n + 1)) ℂ} (hA : IsChain A)
    (ht : ∀ i : Fin n, A i.castSucc i.succ ≠ 0) {v : Fin (n + 1) → ℂ}
    (hv : A *ᵥ v = 0) (h0 : v 0 = 0) : v = 0 := by
  have key : ∀ (k : ℕ) (hk : k < n + 1), v ⟨k, hk⟩ = 0 := by
    intro k
    induction k using Nat.strong_induction_on with
    | _ k ih =>
      intro hk
      rcases k with _ | k
      · exact h0
      · have hk' : k < n := by omega
        -- row k of the equation leaves only the amplitude on site k + 1
        have hrow : ∑ j, A (Fin.castSucc ⟨k, hk'⟩) j * v j = 0 := congrFun hv _
        rw [Finset.sum_eq_single (Fin.succ ⟨k, hk'⟩)] at hrow
        · exact (mul_eq_zero.mp hrow).resolve_left (ht ⟨k, hk'⟩)
        · intro j _ hj
          rcases lt_or_ge (j : ℕ) (k + 1) with h | h
          · have hz : v j = 0 := ih j h j.isLt
            rw [hz, mul_zero]
          · have hne : (j : ℕ) ≠ k + 1 := fun e => hj (Fin.ext e)
            rw [hA (Fin.castSucc ⟨k, hk'⟩) j (Or.inl (show k + 1 < (j : ℕ) by omega)),
              zero_mul]
        · intro h
          exact absurd (Finset.mem_univ _) h
  funext i
  exact key i i.isLt
```

## (e) Contacts change only the diagonal

Let \(H\) be the Hamiltonian in an orthonormal site basis. A contact of width \(\gamma_L\) sits on site \(0\) and one of width \(\gamma_R\) on site \(n\). The widths are rates, in energy units, at which an electron leaves into the leads. They are postulated to be independent of energy, and any constant real level shift can be absorbed into \(H\). Let \(\Gamma\) be the diagonal matrix of widths; for \(n=0\) its single entry is \(\gamma_L+\gamma_R\).

```lean
/-- The level width of each site: `γL` from a contact at the first site and `γR` from a
contact at the last. -/
def width (γL γR : ℝ) (i : Fin (n + 1)) : ℝ :=
  (if i = 0 then γL else 0) + (if i = Fin.last n then γR else 0)
```

The inverse Green matrix is \(K=E+i\Gamma/2-H\), with \(E\) real. The factor \(i\) here is the imaginary unit; as an index, \(i\) still numbers the sites.

```lean
/-- The inverse Green matrix `E + iΓ/2 - H` of a system with contacts at its end sites. -/
def greenInv (H : Matrix (Fin (n + 1)) (Fin (n + 1)) ℂ) (γL γR E : ℝ) :
    Matrix (Fin (n + 1)) (Fin (n + 1)) ℂ :=
  Matrix.diagonal (fun i => (E : ℂ) + ((width γL γR i / 2 : ℝ) : ℂ) * Complex.I) - H
```

With \(G=K^{-1}\), the transmission is \(T=\gamma_L\gamma_R|G_{n,0}|^2\). This formula is taken as the definition and is not derived from scattering states.

```lean
/-- The transmission `γL γR |G|²` between the end sites, with `G` the end-to-end entry of the Green
matrix; the value has this meaning only where `greenInv` is invertible. -/
def transmission (H : Matrix (Fin (n + 1)) (Fin (n + 1)) ℂ) (γL γR E : ℝ) : ℝ :=
  γL * γR * ‖(greenInv H γL γR E)⁻¹ (Fin.last n) 0‖ ^ 2
```

Show that

\[
K_{ij}=-H_{ij}\qquad(i\neq j).
\]

Both \(E\) and \(i\Gamma/2\) are diagonal, so they contribute nothing between different sites. Thus \(K\) is a chain whenever \(H\) is.

```lean
/-- Between different sites the inverse Green matrix is minus the Hamiltonian. -/
theorem greenInv_of_ne (H : Matrix (Fin (n + 1)) (Fin (n + 1)) ℂ) (γL γR E : ℝ)
    {i j : Fin (n + 1)} (h : i ≠ j) : greenInv H γL γR E i j = -H i j := by
  rw [greenInv, Matrix.sub_apply, Matrix.diagonal_apply_ne _ h, zero_sub]
```

## (f) No real energy makes the matrix singular

Let \(H\) be a Hermitian chain with \(H_{i+1,i}\neq0\) for all \(i=0,\dots,n-1\), and let \(\gamma_L>0\) and \(\gamma_R\ge0\). Show that

\[
\det(E+i\Gamma/2-H)\neq0\qquad\text{for every real }E.
\]

Suppose the determinant vanishes. Then some \(v\neq0\) satisfies \(Hv=(E+i\Gamma/2)v\), and multiplying by \(v^\dagger\) gives

\[
v^\dagger Hv=E\sum_i|v_i|^2+\frac{i}{2}\sum_i\Gamma_{ii}|v_i|^2 .
\]

The left side is real because \(H\) is Hermitian, so \(\sum_i\Gamma_{ii}|v_i|^2=0\). No term is negative and \(\Gamma_{00}>0\), hence \(v_0=0\). The entries \(K_{i,i+1}=-\overline{H_{i+1,i}}\) are nonzero, so (d) gives \(v=0\), a contradiction.

In the code, `hreal` is the reality of \(v^\dagger Hv\), `hloss` is the vanishing sum of losses, and `hv00` is \(v_0=0\). The final step applies `null_vector_eq_zero` to `greenInv`. One open contact is enough: on an unbroken chain, no eigenstate of \(H\) has zero amplitude on the first site.

```lean
/-- The inverse Green matrix of a Hermitian chain with nonzero hoppings is invertible at every
real energy, if the first contact has positive width and the last a nonnegative one. -/
theorem greenInv_det_ne_zero {H : Matrix (Fin (n + 1)) (Fin (n + 1)) ℂ} (hH : H.IsHermitian)
    (hc : IsChain H) (ht : ∀ i : Fin n, H i.succ i.castSucc ≠ 0) {γL γR : ℝ}
    (hL : 0 < γL) (hR : 0 ≤ γR) (E : ℝ) : (greenInv H γL γR E).det ≠ 0 := by
  intro hdet
  obtain ⟨v, hv0, hv⟩ := Matrix.exists_mulVec_eq_zero_iff.mpr hdet
  have hrow : ∀ i, ∑ j, H i j * v j =
      ((E : ℂ) + ((width γL γR i / 2 : ℝ) : ℂ) * Complex.I) * v i := by
    intro i
    have h := congrFun hv i
    simp only [greenInv, Matrix.sub_mulVec, Pi.sub_apply, Matrix.mulVec_diagonal,
      Pi.zero_apply] at h
    exact (sub_eq_zero.mp h).symm
  -- the expectation value of the Hermitian Hamiltonian is real
  have hreal : (∑ i, ∑ j, star (v i) * H i j * v j).im = 0 := by
    apply Complex.conj_eq_iff_im.mp
    change star (∑ i, ∑ j, star (v i) * H i j * v j) = _
    simp only [star_sum, star_mul', star_star]
    refine Finset.sum_comm.trans ?_
    refine Finset.sum_congr rfl fun i _ => Finset.sum_congr rfl fun j _ => ?_
    rw [hH.apply i j]
    ring
  -- hence the total loss into the contacts vanishes
  have hloss : ∑ i, width γL γR i / 2 * Complex.normSq (v i) = 0 := by
    refine Eq.trans ?_ hreal
    rw [Complex.im_sum]
    refine Finset.sum_congr rfl fun i _ => ?_
    have h : ∑ j, star (v i) * H i j * v j = star (v i) *
        (((E : ℂ) + ((width γL γR i / 2 : ℝ) : ℂ) * Complex.I) * v i) := by
      rw [← hrow i, Finset.mul_sum]
      exact Finset.sum_congr rfl fun j _ => mul_assoc _ _ _
    rw [h]
    simp only [Complex.star_def, Complex.mul_im, Complex.mul_re, Complex.add_re,
      Complex.add_im, Complex.conj_re, Complex.conj_im, Complex.ofReal_re,
      Complex.ofReal_im, Complex.I_re, Complex.I_im, Complex.normSq_apply]
    ring
  have hw : ∀ i : Fin (n + 1), 0 ≤ width γL γR i := by
    intro i
    unfold width
    split_ifs <;> linarith
  have hw0 : 0 < width γL γR (0 : Fin (n + 1)) := by
    unfold width
    rw [if_pos rfl]
    split_ifs <;> linarith
  have hterm := (Finset.sum_eq_zero_iff_of_nonneg (fun i _ =>
    mul_nonneg (div_nonneg (hw i) zero_le_two) (Complex.normSq_nonneg (v i)))).mp hloss 0
    (Finset.mem_univ _)
  have hv00 : v 0 = 0 :=
    Complex.normSq_eq_zero.mp ((mul_eq_zero.mp hterm).resolve_left (by positivity))
  -- and the recursion along the chain removes the whole vector
  refine hv0 (null_vector_eq_zero (A := greenInv H γL γR E) ?_ ?_ hv hv00)
  · intro i j hij
    have hne : i ≠ j := by
      rintro rfl
      omega
    rw [greenInv_of_ne H γL γR E hne, hc i j hij, neg_zero]
  · intro i
    have hne : i.castSucc ≠ i.succ := by
      intro e
      have h : (i : ℕ) = (i : ℕ) + 1 := congrArg Fin.val e
      omega
    rw [greenInv_of_ne H γL γR E hne, ← hH.apply i.castSucc i.succ]
    exact neg_ne_zero.mpr (star_ne_zero.mpr (ht i))
```

## (g) Transmission at every real energy

Keep the hypotheses of (f), now with \(\gamma_R>0\) as well. Show that

\[
T(E)>0\qquad\text{for every real }E.
\]

By (e) and (f), \(K\) is an invertible chain with hoppings \(-H_{i+1,i}\). Taking absolute values in (b) gives

\[
T(E)=\gamma_L\gamma_R\,\frac{\prod_{i=0}^{n-1}|H_{i+1,i}|^2}{|\det K|^2},
\]

and every factor is positive. The Lean proof takes the shorter route through (c): \(G_{n,0}\neq0\), so its squared modulus is positive.

```lean
/-- A Hermitian nearest-neighbour chain with nonzero hoppings and contacts of positive width
at its two ends has strictly positive transmission at every real energy. -/
theorem transmission_pos {H : Matrix (Fin (n + 1)) (Fin (n + 1)) ℂ} (hH : H.IsHermitian)
    (hc : IsChain H) (ht : ∀ i : Fin n, H i.succ i.castSucc ≠ 0) {γL γR : ℝ}
    (hL : 0 < γL) (hR : 0 < γR) (E : ℝ) : 0 < transmission H γL γR E := by
  have hchain : IsChain (greenInv H γL γR E) := by
    intro i j hij
    have hne : i ≠ j := by
      rintro rfl
      omega
    rw [greenInv_of_ne H γL γR E hne, hc i j hij, neg_zero]
  have hG := (inv_end_ne_zero_iff hchain
    (greenInv_det_ne_zero hH hc ht hL hR.le E)).mpr (by
      intro i
      have hne : i.succ ≠ i.castSucc := by
        intro e
        have h : (i : ℕ) + 1 = (i : ℕ) := congrArg Fin.val e
        omega
      rw [greenInv_of_ne H γL γR E hne]
      exact neg_ne_zero.mpr (ht i))
  exact mul_pos (mul_pos hL hR) (pow_pos (norm_pos_iff.mpr hG) 2)
```

For a numerical instance, take three sites with zero site energies, both hoppings equal to \(1\), and \(\gamma_L=\gamma_R=2\). Then

\[
K=\begin{pmatrix}E+i&-1&0\\-1&E&-1\\0&-1&E+i\end{pmatrix},\qquad
\det K=(E+i)(E^2+iE-2).
\]

At \(E=0\), \(\det K=-2i\), so \(G_{2,0}=1/(-2i)=i/2\) and \(T=4\cdot\tfrac14=1\). At \(E=2\), \(|\det K|^2=|2+i|^2\,|2+2i|^2=5\cdot8=40\), so \(T=4/40=0.1\). The numerator never changes; only the determinant shapes the spectrum.

The result concerns contacts on single end sites. Several states per site, overlapping basis functions, hoppings beyond nearest neighbours, side groups and interactions are not covered.

## (h) A zero when one end is left dangling

Move the second contact from the end of a three-site chain to its middle site. For complex \(a,b,t,s\) with \(a\neq0\) and \(s\neq0\), show that

\[
A=\begin{pmatrix}a&t&0\\t&b&s\\0&s&0\end{pmatrix}
\quad\text{satisfies}\quad \det A\neq0,\qquad (A^{-1})_{1,0}=0 .
\]

Expanding along the first row gives \(\det A=-as^2\neq0\). With \(G=A^{-1}\), row \(2\), column \(0\) of \(AG=1\) reads \(sG_{1,0}=0\), so \(G_{1,0}=0\). The Lean proof reads off the same matrix element in `key`.

When \(A\) is an inverse Green matrix, the zero in its last diagonal entry means that \(E\) equals the energy of the uncontacted site \(2\). That site then blocks propagation between sites \(0\) and \(1\), even though the matrix is still a chain.

```lean
/-- In a three-site chain whose third diagonal entry is zero, with `a` and `s` nonzero, the
matrix is invertible and the entry of its inverse between the first two sites vanishes. -/
theorem dangling_site_zero (a b t s : ℂ) (ha : a ≠ 0) (hs : s ≠ 0) :
    (!![a, t, 0; t, b, s; 0, s, 0] : Matrix (Fin 3) (Fin 3) ℂ).det ≠ 0 ∧
      (!![a, t, 0; t, b, s; 0, s, 0] : Matrix (Fin 3) (Fin 3) ℂ)⁻¹ 1 0 = 0 := by
  have hdet : (!![a, t, 0; t, b, s; 0, s, 0] : Matrix (Fin 3) (Fin 3) ℂ).det ≠ 0 := by
    simp [Matrix.det_fin_three, ha, hs]
  -- the equation on the dangling site forces the amplitude on its neighbour to vanish
  have key : ∀ G : Matrix (Fin 3) (Fin 3) ℂ,
      !![a, t, 0; t, b, s; 0, s, 0] * G = 1 → G 1 0 = 0 := by
    intro G h
    have h2 := congrFun (congrFun h 2) 0
    simpa [Matrix.mul_apply, Fin.sum_univ_three, Matrix.one_apply, hs] using h2
  exact ⟨hdet, key _ (Matrix.mul_nonsing_inv _ (isUnit_iff_ne_zero.mpr hdet))⟩

end

end ChainTransmission
```

```lean
#print axioms ChainTransmission.transmission_pos
#print axioms ChainTransmission.dangling_site_zero
```

```
'ChainTransmission.transmission_pos' depends on axioms: [propext, Classical.choice, Quot.sound]
'ChainTransmission.dangling_site_zero' depends on axioms: [propext, Classical.choice, Quot.sound]
```
